# For a Gaussian centred at LR in a harmonic well at R, the energy slope and the mean potential slope differ by −kL(1−L)R

Place a normalised Gaussian of fixed exponent a > 0 at the point LR, with L constant, in a harmonic well V of force constant k centred at R, and let E(R) be its energy. Then

E′(R) − ⟨∂V/∂R⟩ = −k L (1 − L) R.

For k > 0 and R ≠ 0 the difference vanishes exactly when L = 0 or L = 1. For the same k and R, and 0 ≤ L ≤ 1, its size is at most k|R|/4, and this value is reached only at L = 1/2.

## A packet that lags behind its well

In units with ħ = m = 1, the Hamiltonian and the well are

H = −(1/2) d²/dx² + V(x),  V(x) = k(x − R)²/2.

The trial function is

φ(x) = (2a/π)^(1/4) exp(−a(x − c)²),  c = LR.

The number L says how far the packet follows the well. At L = 0 it stays at the origin, at L = 1 it sits at the well's centre, and in between it lags behind.

The Hellmann–Feynman theorem equates E′(R) with ⟨∂V/∂R⟩ for a normalised eigenstate that varies smoothly with R. The packet is in general not an eigenstate, so the two slopes may differ. The difference comes from the motion of the trial function. In electronic structure the corresponding correction to forces from atom-centred basis functions is called the Pulay term; here it appears for a single Gaussian of fixed exponent in one dimension.

## Energy and slopes by Gaussian moments

Write u = x − c. Differentiating twice gives

φ′ = −2a u φ,  φ″ = (4a²u² − 2a) φ.

The density is φ² = √(2a/π) exp(−2a u²), which integrates to 1. Its first and second moments follow from two total derivatives that integrate to zero over the real line:

0 = ∫ d/du [exp(−2a u²)] du = −4a ∫ u exp(−2a u²) du,

0 = ∫ d/du [u exp(−2a u²)] du = ∫ exp(−2a u²) du − 4a ∫ u² exp(−2a u²) du.

Hence ⟨u⟩ = 0 and ⟨u²⟩ = 1/(4a). The kinetic energy is

−(1/2) (4a²⟨u²⟩ − 2a) = −(1/2) (a − 2a) = a/2.

For the potential energy, x − R = u − (1 − L)R, and the cross term averages to zero:

⟨V⟩ = (k/2) (⟨u²⟩ + (1 − L)²R²) = k/(8a) + k(1 − L)²R²/2.

The total energy and its slope are therefore

E(R) = a/2 + k/(8a) + k(1 − L)²R²/2,

E′(R) = k(1 − L)²R.

The potential itself has the R-derivative −k(x − R), whose mean is

⟨∂V/∂R⟩ = −k(LR − R) = k(1 − L)R.

Subtracting,

E′(R) − ⟨∂V/∂R⟩ = k(1 − L)R [(1 − L) − 1] = −k L (1 − L) R.

If kR ≠ 0, this is zero only when L(1 − L) = 0. For the bound, complete the square:

L(1 − L) = 1/4 − (L − 1/2)².

On 0 ≤ L ≤ 1 the left side is nonnegative, so for k > 0 the size of the difference is k|R| times this expression. If also R ≠ 0, it is largest at L = 1/2 and nowhere else.

## The two ends, L = 0 and L = 1

At L = 0 the packet does not move, so only the potential changes with R, and both slopes equal kR. At L = 1 both slopes are zero: the packet and the well move together, and the energy stays at a/2 + k/(8a). The agreement at L = 1 does not require an eigenstate. The packet is the ground state of the well only when 4a² = k, yet the slopes agree for every a > 0, because the energy is stationary with respect to the packet's centre.

## What the Lean definitions and theorems say

`packet a c` is φ, with the fourth root written as a double square root. `well k R` is V, and `hamiltonian k R ψ` applies the actual second derivative of ψ and adds the potential term. `energy k R ψ` is the integral of ψHψ over the real line; no complex conjugate is needed because ψ is real. It does not divide by the norm, and `packet_normalised` shows that for the packet it is an expectation value.

`followingEnergy a k L` is the function E, and `meanPotentialSlope` is ⟨∂V/∂R⟩, with the derivative of the well taken at each fixed x.

The main identity, `slope_sub_meanPotentialSlope`, assumes only a > 0 and holds for all real k, L and R. The criterion `slope_eq_meanPotentialSlope_iff` adds k > 0 and R ≠ 0 and still allows any real L. The condition on R is needed because at R = 0 both slopes vanish whatever L is. The bound `slope_error_bound` further assumes 0 ≤ L ≤ 1.

The exponent a and the fraction L are held constant as R changes. The theorems do not cover a packet whose width varies with R, a combination of several Gaussians or an anharmonic well.

## Where R enters the energy

In E(R) the variable R occurs twice, in the well and in the packet's centre LR. If the centre is held fixed while the energy is differentiated, the result is k(1 − L)R, which is just the mean potential slope, and the difference disappears for every L. The same slip is possible in Lean: `deriv (fun S => energy k S (packet a (L * R))) R` looks reasonable but freezes the packet. The definition of `followingEnergy` avoids this by passing R to both places.

## The complete file

```lean
import Mathlib

open Real MeasureTheory

namespace GaussianFollowingWell

noncomputable section

/-- The Gaussian wavefunction with exponent `a` and centre `c`, with the prefactor that normalises
it when `a > 0`. -/
def packet (a c x : ℝ) : ℝ := √(√(2 * a / π)) * Real.exp (-a * (x - c) ^ 2)

/-- The harmonic potential with force constant `k` and centre `R`. -/
def well (k R x : ℝ) : ℝ := k * (x - R) ^ 2 / 2

/-- The Hamiltonian `-(1/2) d²/dx² + k (x - R)² / 2` acting on a real wavefunction. -/
def hamiltonian (k R : ℝ) (ψ : ℝ → ℝ) (x : ℝ) : ℝ :=
  -(1 / 2) * deriv (deriv ψ) x + well k R x * ψ x

/-- The integral of `ψ H ψ` for a real wavefunction `ψ`. -/
def energy (k R : ℝ) (ψ : ℝ → ℝ) : ℝ := ∫ x, ψ x * hamiltonian k R ψ x

/-- The integral of `ψ (∂V/∂R) ψ`, where `V` is the harmonic well centred at `R`. -/
def meanPotentialSlope (k R : ℝ) (ψ : ℝ → ℝ) : ℝ :=
  ∫ x, ψ x * (deriv (fun S => well k S x) R * ψ x)

/-- The energy of the Gaussian centred at `L R` in the well centred at `R`. -/
def followingEnergy (a k L R : ℝ) : ℝ := energy k R (packet a (L * R))

/-- The square of the packet is `√(2 a / π)` times a Gaussian with doubled exponent. -/
theorem packet_sq (a c x : ℝ) :
    packet a c x ^ 2 = √(2 * a / π) * Real.exp (-(2 * a) * (x - c) ^ 2) := by
  have h : Real.exp (-a * (x - c) ^ 2) ^ 2 = Real.exp (-(2 * a) * (x - c) ^ 2) := by
    rw [sq, ← Real.exp_add]
    congr 1
    ring
  unfold packet
  rw [mul_pow, Real.sq_sqrt (Real.sqrt_nonneg _), h]

/-- The second derivative of the packet is a quadratic polynomial times the packet. -/
theorem packet_deriv_deriv (a c x : ℝ) :
    deriv (deriv (packet a c)) x = (4 * a ^ 2 * (x - c) ^ 2 - 2 * a) * packet a c x := by
  have h1 : ∀ y, HasDerivAt (packet a c) (-2 * a * (y - c) * packet a c y) y := by
    intro y
    have h0 : HasDerivAt (fun y : ℝ => -a * (y - c) ^ 2) (-2 * a * (y - c)) y := by
      have e : (fun y : ℝ => -a * (y - c) ^ 2) = fun y => -a * ((y - c) * (y - c)) := by
        funext y
        ring
      have hs := (hasDerivAt_id' y).sub_const c
      rw [e]
      exact ((hs.fun_mul hs).const_mul (-a)).congr_deriv (by ring)
    have h2 := h0.exp.const_mul (√(√(2 * a / π)))
    exact h2.congr_deriv (by unfold packet; ring)
  have h2 : deriv (packet a c) = fun y => -2 * a * (y - c) * packet a c y :=
    funext fun y => (h1 y).deriv
  rw [h2]
  have h3 := (((hasDerivAt_id' x).sub_const c).const_mul (-2 * a)).fun_mul (h1 x)
  exact h3.deriv.trans (by ring)

/-- Any quadratic polynomial in `x - c` is integrable against the packet's density, and its
mean is the constant term plus the quadratic coefficient times `1 / (4 a)`. -/
theorem packet_moments {a : ℝ} (ha : 0 < a) (c p q r : ℝ) :
    Integrable (fun x => (p + q * (x - c) + r * (x - c) ^ 2) * packet a c x ^ 2) ∧
    ∫ x, (p + q * (x - c) + r * (x - c) ^ 2) * packet a c x ^ 2 = p + r / (4 * a) := by
  have hb : 0 < 2 * a := by positivity
  have i0 : Integrable (fun x : ℝ => Real.exp (-(2 * a) * x ^ 2)) :=
    integrable_exp_neg_mul_sq hb
  have i1 : Integrable (fun x : ℝ => x * Real.exp (-(2 * a) * x ^ 2)) :=
    integrable_mul_exp_neg_mul_sq hb
  have i2 : Integrable (fun x : ℝ => x ^ 2 * Real.exp (-(2 * a) * x ^ 2)) := by
    have h := integrable_rpow_mul_exp_neg_mul_sq hb (s := 2) (by norm_num)
    simpa only [Real.rpow_two] using h
  have d : ∀ x : ℝ, HasDerivAt (fun x : ℝ => Real.exp (-(2 * a) * x ^ 2))
      (-(4 * a) * (x * Real.exp (-(2 * a) * x ^ 2))) x := by
    intro x
    have h0 : HasDerivAt (fun x : ℝ => -(2 * a) * x ^ 2) (-(4 * a) * x) x := by
      have e : (fun x : ℝ => -(2 * a) * x ^ 2) = fun x => -(2 * a) * (x * x) := by
        funext x
        ring
      rw [e]
      exact (((hasDerivAt_id' x).fun_mul (hasDerivAt_id' x)).const_mul
        (-(2 * a))).congr_deriv (by ring)
    exact h0.exp.congr_deriv (by ring)
  -- The first moment vanishes: its integrand is a total derivative.
  have m1 : ∫ x : ℝ, x * Real.exp (-(2 * a) * x ^ 2) = 0 := by
    have h := integral_eq_zero_of_hasDerivAt_of_integrable d (i1.const_mul _) i0
    rw [integral_const_mul] at h
    exact (mul_eq_zero.mp h).resolve_left (neg_ne_zero.mpr (by positivity))
  -- The second moment follows from the derivative of `x exp(-2 a x²)`.
  have m2 : ∫ x : ℝ, x ^ 2 * Real.exp (-(2 * a) * x ^ 2) = √(π / (2 * a)) / (4 * a) := by
    have d2 : ∀ x : ℝ, HasDerivAt (fun x : ℝ => x * Real.exp (-(2 * a) * x ^ 2))
        (Real.exp (-(2 * a) * x ^ 2) - 4 * a * (x ^ 2 * Real.exp (-(2 * a) * x ^ 2))) x :=
      fun x => ((hasDerivAt_id' x).fun_mul (d x)).congr_deriv (by ring)
    have h := integral_eq_zero_of_hasDerivAt_of_integrable d2
      (i0.sub (i2.const_mul (4 * a))) i1
    rw [integral_sub i0 (i2.const_mul (4 * a)), integral_const_mul, integral_gaussian] at h
    rw [eq_div_iff (by positivity)]
    linear_combination -h
  have hn : √(2 * a / π) * √(π / (2 * a)) = 1 := by
    have h : 2 * a / π * (π / (2 * a)) = 1 := by
      have := Real.pi_ne_zero
      field_simp
    rw [← Real.sqrt_mul (by positivity), h, Real.sqrt_one]
  obtain ⟨g, hg⟩ : ∃ g : ℝ → ℝ, ∀ x, g x =
      √(2 * a / π) * p * Real.exp (-(2 * a) * x ^ 2)
      + √(2 * a / π) * q * (x * Real.exp (-(2 * a) * x ^ 2))
      + √(2 * a / π) * r * (x ^ 2 * Real.exp (-(2 * a) * x ^ 2)) := ⟨_, fun _ => rfl⟩
  have i01 : Integrable (fun x : ℝ => √(2 * a / π) * p * Real.exp (-(2 * a) * x ^ 2)
      + √(2 * a / π) * q * (x * Real.exp (-(2 * a) * x ^ 2))) :=
    (i0.const_mul _).add (i1.const_mul _)
  have ig : Integrable g := by
    rw [funext hg]
    exact i01.add (i2.const_mul _)
  have ev : ∫ x, g x = p + r / (4 * a) := by
    simp only [hg]
    rw [integral_add i01 (i2.const_mul _), integral_add (i0.const_mul _) (i1.const_mul _),
      integral_const_mul, integral_const_mul, integral_const_mul, m1, m2, integral_gaussian]
    linear_combination (p + r / (4 * a)) * hn
  -- Shift the origin to the centre of the packet.
  have e : (fun x => (p + q * (x - c) + r * (x - c) ^ 2) * packet a c x ^ 2)
      = fun x => g (x - c) := by
    funext x
    rw [packet_sq, hg]
    ring
  rw [e]
  exact ⟨ig.comp_sub_right c, (integral_sub_right_eq_self g c).trans ev⟩

/-- The packet is normalised. -/
theorem packet_normalised {a : ℝ} (ha : 0 < a) (c : ℝ) : ∫ x, packet a c x ^ 2 = 1 := by
  simpa using (packet_moments ha c 1 0 0).2

/-- The energy of the Gaussian centred at `L R` is a constant plus `k (1 - L)² R² / 2`. -/
theorem followingEnergy_eq {a : ℝ} (ha : 0 < a) (k L R : ℝ) :
    followingEnergy a k L R = a / 2 + k / (8 * a) + k * (1 - L) ^ 2 * R ^ 2 / 2 := by
  have h := (packet_moments ha (L * R) (a + k / 2 * (L * R - R) ^ 2)
    (k * (L * R - R)) (k / 2 - 2 * a ^ 2)).2
  have e : ∀ x, packet a (L * R) x * hamiltonian k R (packet a (L * R)) x =
      (a + k / 2 * (L * R - R) ^ 2 + k * (L * R - R) * (x - L * R)
        + (k / 2 - 2 * a ^ 2) * (x - L * R) ^ 2) * packet a (L * R) x ^ 2 := by
    intro x
    unfold hamiltonian well
    rw [packet_deriv_deriv]
    ring
  unfold followingEnergy energy
  simp only [e]
  rw [h]
  field_simp
  ring

/-- The energy is differentiable in the well position, with slope `k (1 - L)² R`. -/
theorem followingEnergy_hasDerivAt {a : ℝ} (ha : 0 < a) (k L R : ℝ) :
    HasDerivAt (followingEnergy a k L) (k * (1 - L) ^ 2 * R) R := by
  have e : followingEnergy a k L =
      fun S => (a / 2 + k / (8 * a)) + k * (1 - L) ^ 2 / 2 * (S * S) := by
    funext S
    rw [followingEnergy_eq ha]
    ring
  rw [e]
  exact ((((hasDerivAt_id' R).fun_mul (hasDerivAt_id' R)).const_mul
    (k * (1 - L) ^ 2 / 2)).const_add (a / 2 + k / (8 * a))).congr_deriv (by ring)

/-- The mean R-derivative of the potential in the Gaussian centred at `L R` is
`k (1 - L) R`. -/
theorem meanPotentialSlope_eq {a : ℝ} (ha : 0 < a) (k L R : ℝ) :
    meanPotentialSlope k R (packet a (L * R)) = k * (1 - L) * R := by
  have hd : ∀ x, deriv (fun S => well k S x) R = -k * (x - R) := by
    intro x
    have e : (fun S => well k S x) = fun S => k / 2 * ((x - S) * (x - S)) := by
      funext S
      unfold well
      ring
    have hs := (hasDerivAt_id' R).const_sub x
    rw [e]
    exact ((hs.fun_mul hs).const_mul (k / 2)).deriv.trans (by ring)
  have h := (packet_moments ha (L * R) (-k * (L * R - R)) (-k) 0).2
  have e : ∀ x, packet a (L * R) x * (-k * (x - R) * packet a (L * R) x) =
      (-k * (L * R - R) + -k * (x - L * R) + 0 * (x - L * R) ^ 2)
        * packet a (L * R) x ^ 2 := by
    intro x
    ring
  unfold meanPotentialSlope
  simp only [hd, e]
  rw [h]
  ring

/-- The slope of the energy minus the mean R-derivative of the potential
is `-k L (1 - L) R`. -/
theorem slope_sub_meanPotentialSlope {a : ℝ} (ha : 0 < a) (k L R : ℝ) :
    deriv (followingEnergy a k L) R - meanPotentialSlope k R (packet a (L * R))
      = -k * L * (1 - L) * R := by
  rw [(followingEnergy_hasDerivAt ha k L R).deriv, meanPotentialSlope_eq ha]
  ring

/-- For a well displaced from the origin, the energy slope equals the mean R-derivative of the
potential exactly when `L` is 0 or 1. -/
theorem slope_eq_meanPotentialSlope_iff {a k R : ℝ} (ha : 0 < a) (hk : 0 < k) (hR : R ≠ 0)
    (L : ℝ) :
    deriv (followingEnergy a k L) R = meanPotentialSlope k R (packet a (L * R))
      ↔ L = 0 ∨ L = 1 := by
  rw [← sub_eq_zero, slope_sub_meanPotentialSlope ha]
  constructor
  · intro h
    have h' : k * R * (L * (1 - L)) = 0 := by linear_combination -h
    rcases mul_eq_zero.mp ((mul_eq_zero.mp h').resolve_left (mul_ne_zero hk.ne' hR)) with h | h
    · exact Or.inl h
    · exact Or.inr (by linarith)
  · rintro (rfl | rfl) <;> ring

/-- For `k > 0`, `R ≠ 0` and `L` between 0 and 1, the energy slope and the mean R-derivative of the
potential differ by at most `k |R| / 4`, and this bound is reached exactly at `L = 1/2`. -/
theorem slope_error_bound {a k R L : ℝ} (ha : 0 < a) (hk : 0 < k) (hR : R ≠ 0)
    (h0 : 0 ≤ L) (h1 : L ≤ 1) :
    |deriv (followingEnergy a k L) R - meanPotentialSlope k R (packet a (L * R))|
        ≤ k * |R| / 4 ∧
    (|deriv (followingEnergy a k L) R - meanPotentialSlope k R (packet a (L * R))|
        = k * |R| / 4 ↔ L = 1 / 2) := by
  have hL : 0 ≤ k * (L * (1 - L)) :=
    mul_nonneg hk.le (mul_nonneg h0 (sub_nonneg.mpr h1))
  have hp : 0 < k * |R| := mul_pos hk (abs_pos.mpr hR)
  -- Completing the square in `L` shows the distance from the bound.
  have e : |deriv (followingEnergy a k L) R - meanPotentialSlope k R (packet a (L * R))|
      = k * |R| / 4 - k * |R| * (L - 1 / 2) ^ 2 := by
    rw [slope_sub_meanPotentialSlope ha,
      show -k * L * (1 - L) * R = -(k * (L * (1 - L)) * R) by ring,
      abs_neg, abs_mul, abs_of_nonneg hL]
    ring
  rw [e]
  refine ⟨by linarith [mul_nonneg hp.le (sq_nonneg (L - 1 / 2))], ?_⟩
  constructor
  · intro h
    have h' : k * |R| * (L - 1 / 2) ^ 2 = 0 := by linarith
    have h2 := (mul_eq_zero.mp h').resolve_left hp.ne'
    have h3 : L - 1 / 2 = 0 := pow_eq_zero_iff (two_ne_zero) |>.mp h2
    linarith
  · intro h
    rw [h]
    ring

end

end GaussianFollowingWell
```

```lean
#print axioms GaussianFollowingWell.packet_normalised
#print axioms GaussianFollowingWell.slope_eq_meanPotentialSlope_iff
#print axioms GaussianFollowingWell.slope_error_bound
```

```
'GaussianFollowingWell.packet_normalised' depends on axioms: [propext, Classical.choice, Quot.sound]
'GaussianFollowingWell.slope_eq_meanPotentialSlope_iff' depends on axioms: [propext, Classical.choice, Quot.sound]
'GaussianFollowingWell.slope_error_bound' depends on axioms: [propext, Classical.choice, Quot.sound]
```

## How the proof follows the calculation

`packet_deriv_deriv` obtains φ′ from the chain rule and φ″ from the product rule. `packet_sq` gives the density, with its doubled exponent.

Most of the analysis is in `packet_moments`. For arbitrary p, q and r it shows that

(p + q u + r u²) φ²

is integrable and has the integral p + r/(4a). The facts `i0`, `i1` and `i2` give integrability of the Gaussian times 1, x and x². The steps `m1` and `m2` are the two total-derivative arguments above, carried out with `integral_eq_zero_of_hasDerivAt_of_integrable`. The Gaussian integral supplies the remaining constant, `hn` shows that it cancels the prefactor of the density, and a translation moves the centre from 0 to c. Normalisation is the case p = 1, q = r = 0.

`followingEnergy_eq` rewrites the energy integrand in this form, with

p = a + k(LR − R)²/2,  q = k(LR − R),  r = k/2 − 2a².

The moment formula then gives E(R), with the kinetic and potential parts handled together. `followingEnergy_hasDerivAt` differentiates the closed form. Since it is stated with `HasDerivAt`, it establishes that the derivative exists as well as its value; `deriv` alone would return 0 for a function without a derivative.

`meanPotentialSlope_eq` first computes the derivative of the well with respect to its centre, then applies the moment formula with p = −k(LR − R), q = −k and r = 0. The main identity follows by substituting the two slopes and simplifying with `ring`.

For the criterion, the proof writes the vanishing difference as kR · L(1 − L) = 0 and removes the nonzero factor kR. For the bound, the equation `e` expresses the absolute difference as

k|R|/4 − k|R|(L − 1/2)².

The subtracted term is nonnegative, which gives the inequality. Because k|R| > 0, it is zero only when L = 1/2, which gives the equality case.
